# The tensor operator in triplet P states takes the values −2/5, 2 and −4

In a first-order calculation of the fine structure of positronium's $^3P_J$ levels, the spin-spin tensor interaction is replaced in each level by a number times a radial average. For the tensor operator in the normalisation $6(\mathbf S\cdot\mathbf n)^2-2S^2$, with $\mathbf S$ the total spin and $\mathbf n$ the unit vector along the electron-positron separation, the numbers are those of the title. Once the products $n_in_j$ of its components have been expressed, within P states, through the orbital angular momentum $L$, the numbers follow from the algebra of $L$ and $S$, both of spin one.

```lean
import Mathlib

open Matrix
open scoped Kronecker

namespace PositroniumTripletP

noncomputable section

variable {A : Type*} [Ring A] [Algebra ℂ A]

/-- The angular momentum commutation relations `[J_x, J_y] = i J_z` and cyclic (units `ħ = 1`). -/
structure IsAngularMomentum (J : Fin 3 → A) : Prop where
  xy : J 0 * J 1 - J 1 * J 0 = Complex.I • J 2
  yz : J 1 * J 2 - J 2 * J 1 = Complex.I • J 0
  zx : J 2 * J 0 - J 0 * J 2 = Complex.I • J 1

/-- The scalar product `L · S` of two vector operators. -/
def dot (L S : Fin 3 → A) : A := ∑ k, L k * S k

/-- The tensor operator `-(6/5) S_i S_j (L_i L_j + L_j L_i - (4/3) δ_ij)`, summed over `i, j`. -/
def tensorOp (L S : Fin 3 → A) : A :=
  -(6 / 5 : ℂ) • ∑ i, ∑ j, S i * S j *
    (L i * L j + L j * L i - if i = j then (4 / 3 : ℂ) • (1 : A) else 0)

/-- For commuting angular momenta `L` and `S` with `S² = σ`, the tensor operator is
`-(6/5) (2 X² + X - (4/3) σ)` with `X = L · S`. -/
theorem tensorOp_eq {L S : Fin 3 → A} (hL : IsAngularMomentum L) (hS : IsAngularMomentum S)
    (hc : ∀ i j, Commute (L i) (S j)) {σ : ℂ} (h2 : dot S S = σ • (1 : A)) :
    tensorOp L S = -(6 / 5 : ℂ) •
      ((2 : ℂ) • (dot L S * dot L S) + dot L S - (4 / 3 * σ) • (1 : A)) := by
  -- the terms in the order `L_i L_j` form the square of `L · S`
  have hsq : dot L S * dot L S = ∑ i, ∑ j, S i * S j * (L i * L j) := by
    simp only [dot, Finset.sum_mul_sum]
    refine Finset.sum_congr rfl fun i _ => Finset.sum_congr rfl fun j _ => ?_
    have hcc : Commute (L i * L j) (S i * S j) :=
      ((hc i i).mul_right (hc i j)).mul_left ((hc j i).mul_right (hc j j))
    calc L i * S i * (L j * S j) = L i * (S i * L j) * S j := by noncomm_ring
      _ = L i * (L j * S i) * S j := by rw [(hc j i).eq]
      _ = L i * L j * (S i * S j) := by noncomm_ring
      _ = S i * S j * (L i * L j) := hcc.eq
  -- the opposite order differs by products of commutators, which add one `L · S`
  have hrev : ∑ i, ∑ j, S i * S j * (L j * L i) = dot L S * dot L S + dot L S := by
    have hsplit : ∑ i, ∑ j, S i * S j * (L j * L i) =
        ∑ i, ∑ j, S i * S j * (L i * L j) -
          ((S 0 * S 1 - S 1 * S 0) * (L 0 * L 1 - L 1 * L 0) +
           (S 1 * S 2 - S 2 * S 1) * (L 1 * L 2 - L 2 * L 1) +
           (S 2 * S 0 - S 0 * S 2) * (L 2 * L 0 - L 0 * L 2)) := by
      simp only [Fin.sum_univ_three]
      noncomm_ring
    have hk : ∀ k, (Complex.I • S k) * (Complex.I • L k) = -(L k * S k) := fun k => by
      rw [smul_mul_smul_comm, Complex.I_mul_I, neg_one_smul, (hc k k).eq]
    have hd : dot L S = L 0 * S 0 + L 1 * S 1 + L 2 * S 2 := Fin.sum_univ_three _
    rw [hsplit, ← hsq, hL.xy, hL.yz, hL.zx, hS.xy, hS.yz, hS.zx, hk 2, hk 0, hk 1, hd]
    abel
  have hdiag : ∑ i, ∑ j, S i * S j * (if i = j then (4 / 3 : ℂ) • (1 : A) else 0) =
      (4 / 3 * σ) • (1 : A) := by
    simp only [mul_ite, mul_zero, Finset.sum_ite_eq, Finset.mem_univ, ↓reduceIte,
      mul_smul_comm, mul_one, ← Finset.smul_sum]
    rw [show ∑ i, S i * S i = σ • (1 : A) from h2, smul_smul]
  simp only [tensorOp, mul_sub, mul_add, Finset.sum_sub_distrib, Finset.sum_add_distrib]
  rw [hdiag, hrev, ← hsq]
  module

/-- The spin-one matrices in the Cartesian basis, `(J_k)_ab = -i ε_kab`. -/
def spinOne : Fin 3 → Matrix (Fin 3) (Fin 3) ℂ :=
  ![!![0, 0, 0; 0, 0, -Complex.I; 0, Complex.I, 0],
    !![0, 0, Complex.I; 0, 0, 0; -Complex.I, 0, 0],
    !![0, -Complex.I, 0; Complex.I, 0, 0; 0, 0, 0]]

/-- The orbital angular momentum of a P state, acting on the first factor of `C³ ⊗ C³`. -/
def orbL (k : Fin 3) : Matrix (Fin 3 × Fin 3) (Fin 3 × Fin 3) ℂ := spinOne k ⊗ₖ 1

/-- The total spin of a triplet state, acting on the second factor of `C³ ⊗ C³`. -/
def spS (k : Fin 3) : Matrix (Fin 3 × Fin 3) (Fin 3 × Fin 3) ℂ := 1 ⊗ₖ spinOne k

/-- The spin-orbit operator `X = L · S` of the triplet P states. -/
def spinOrbit : Matrix (Fin 3 × Fin 3) (Fin 3 × Fin 3) ℂ := dot orbL spS

/-- The spin-one matrices obey the angular momentum commutation relations. -/
theorem spinOne_isAngularMomentum : IsAngularMomentum spinOne := by
  refine ⟨?_, ?_, ?_⟩ <;>
    (ext i j; fin_cases i <;> fin_cases j <;>
      simp [spinOne])

/-- The operators `L` and `S` on `C³ ⊗ C³` are commuting angular momenta, and `S² = 2`. -/
theorem tensorOp_eq_witness : IsAngularMomentum orbL ∧ IsAngularMomentum spS ∧
    (∀ i j, Commute (orbL i) (spS j)) ∧ dot spS spS = (2 : ℂ) • 1 := by
  have hl : ∀ i j k, spinOne i * spinOne j - spinOne j * spinOne i = Complex.I • spinOne k →
      orbL i * orbL j - orbL j * orbL i = Complex.I • orbL k := by
    intro i j k h
    ext ⟨a, b⟩ ⟨c, d⟩
    have h' := congrFun (congrFun h a) c
    simp only [orbL, ← Matrix.mul_kronecker_mul, Matrix.mul_one, Matrix.sub_apply,
      Matrix.smul_apply, Matrix.kroneckerMap_apply, smul_eq_mul] at h' ⊢
    linear_combination h' * (1 : Matrix (Fin 3) (Fin 3) ℂ) b d
  have hs : ∀ i j k, spinOne i * spinOne j - spinOne j * spinOne i = Complex.I • spinOne k →
      spS i * spS j - spS j * spS i = Complex.I • spS k := by
    intro i j k h
    ext ⟨a, b⟩ ⟨c, d⟩
    have h' := congrFun (congrFun h b) d
    simp only [spS, ← Matrix.mul_kronecker_mul, Matrix.mul_one, Matrix.sub_apply,
      Matrix.smul_apply, Matrix.kroneckerMap_apply, smul_eq_mul] at h' ⊢
    linear_combination h' * (1 : Matrix (Fin 3) (Fin 3) ℂ) a c
  have h := spinOne_isAngularMomentum
  refine ⟨⟨hl _ _ _ h.xy, hl _ _ _ h.yz, hl _ _ _ h.zx⟩,
    ⟨hs _ _ _ h.xy, hs _ _ _ h.yz, hs _ _ _ h.zx⟩, fun i j => ?_, ?_⟩
  · simp only [Commute, SemiconjBy, orbL, spS, ← Matrix.mul_kronecker_mul, Matrix.mul_one,
      Matrix.one_mul]
  · have hsq : spinOne 0 * spinOne 0 + spinOne 1 * spinOne 1 + spinOne 2 * spinOne 2 =
        (2 : ℂ) • 1 := by
      ext i j
      fin_cases i <;> fin_cases j <;>
        simp [spinOne] <;> norm_num
    rw [← Matrix.one_kronecker_one]
    ext ⟨a, b⟩ ⟨c, d⟩
    have h' := congrFun (congrFun hsq b) d
    simp only [dot, Fin.sum_univ_three, spS, ← Matrix.mul_kronecker_mul, Matrix.mul_one,
      Matrix.add_apply, Matrix.smul_apply, Matrix.kroneckerMap_apply, smul_eq_mul] at h' ⊢
    linear_combination h' * (1 : Matrix (Fin 3) (Fin 3) ℂ) a c

/-- The matrix elements of `L · S` in the Cartesian basis are `δ_ad δ_bc - δ_ab δ_cd`. -/
theorem spinOrbit_apply (a b c d : Fin 3) : spinOrbit (a, b) (c, d) =
    (if a = d ∧ b = c then 1 else 0) - (if a = b ∧ c = d then 1 else 0) := by
  have h : spinOrbit (a, b) (c, d) = ∑ k, spinOne k a c * spinOne k b d := by
    simp only [spinOrbit, dot, orbL, spS, ← Matrix.mul_kronecker_mul, Matrix.mul_one,
      Matrix.one_mul, Matrix.sum_apply, Matrix.kroneckerMap_apply]
  rw [h]
  fin_cases a <;> fin_cases b <;> fin_cases c <;> fin_cases d <;>
    simp [spinOne, Fin.sum_univ_three]

/-- `L · S` exchanges the two Cartesian indices of a state and subtracts its trace:
`(X ψ)_ab = ψ_ba - δ_ab ∑_c ψ_cc`. -/
theorem spinOrbit_mulVec (ψ : Fin 3 × Fin 3 → ℂ) (a b : Fin 3) :
    (spinOrbit *ᵥ ψ) (a, b) = ψ (b, a) - if a = b then ∑ c, ψ (c, c) else 0 := by
  simp only [Matrix.mulVec, dotProduct, Fintype.sum_prod_type, spinOrbit_apply]
  fin_cases a <;> fin_cases b <;> simp [Fin.sum_univ_three] <;> ring

/-- The spin-orbit operator of the triplet P states satisfies `(X - 1)(X + 1)(X + 2) = 0`. -/
theorem spinOrbit_cubic :
    (spinOrbit - 1) * (spinOrbit + 1) * (spinOrbit + (2 : ℂ) • 1) = 0 := by
  apply Matrix.toLin'.injective
  refine LinearMap.ext fun ψ => ?_
  have h : spinOrbit *ᵥ (spinOrbit *ᵥ (spinOrbit *ᵥ ψ)) =
      -(2 : ℂ) • (spinOrbit *ᵥ (spinOrbit *ᵥ ψ)) + spinOrbit *ᵥ ψ + (2 : ℂ) • ψ := by
    ext ⟨a, b⟩
    simp only [Pi.add_apply, Pi.smul_apply, smul_eq_mul, spinOrbit_mulVec]
    fin_cases a <;> fin_cases b <;> simp [Fin.sum_univ_three] <;> ring
  simp only [Matrix.toLin'_apply, map_zero, LinearMap.zero_apply, ← Matrix.mulVec_mulVec,
    Matrix.sub_mulVec, Matrix.add_mulVec, Matrix.smul_mulVec, Matrix.one_mulVec,
    Matrix.mulVec_add, Matrix.mulVec_smul]
  linear_combination (norm := module) h

/-- The eigenspaces of `L · S` for the eigenvalues `1`, `-1`, `-2` have dimensions 5, 3, 1. -/
theorem finrank_eigenspaces :
    Module.finrank ℂ (Module.End.eigenspace (Matrix.toLin' spinOrbit) 1) = 5 ∧
    Module.finrank ℂ (Module.End.eigenspace (Matrix.toLin' spinOrbit) (-1)) = 3 ∧
    Module.finrank ℂ (Module.End.eigenspace (Matrix.toLin' spinOrbit) (-2)) = 1 := by
  have t1 : spinOrbit.trace = 0 := by
    simp only [Matrix.trace, Matrix.diag_apply, Fintype.sum_prod_type, Fin.sum_univ_three,
      spinOrbit_apply]
    simp
  have t2 : (spinOrbit * spinOrbit).trace = 12 := by
    simp [Matrix.trace, Matrix.mul_apply, Fintype.sum_prod_type, Fin.sum_univ_three,
      spinOrbit_apply]
    norm_num
  have key : ∀ μ c : ℂ, (μ - 1) * (μ + 1) * (μ + 2) = 0 → c * (3 * μ ^ 2 + 4 * μ - 1) = 1 →
      (Module.finrank ℂ (Module.End.eigenspace (Matrix.toLin' spinOrbit) μ) : ℂ) =
        c * (12 + 9 * (μ ^ 2 + 2 * μ - 1)) := by
    intro μ c hμ hc
    -- the projector onto the eigenspace, as a polynomial in `X`
    let P : Matrix (Fin 3 × Fin 3) (Fin 3 × Fin 3) ℂ :=
      c • (spinOrbit * spinOrbit + (μ + 2) • spinOrbit + (μ ^ 2 + 2 * μ - 1) • 1)
    have hP : ∀ ψ, P *ᵥ ψ = c • (spinOrbit *ᵥ (spinOrbit *ᵥ ψ) + (μ + 2) • (spinOrbit *ᵥ ψ) +
        (μ ^ 2 + 2 * μ - 1) • ψ) := fun ψ => by
      simp only [P, Matrix.smul_mulVec, Matrix.add_mulVec, Matrix.one_mulVec,
        ← Matrix.mulVec_mulVec]
    have hproj : LinearMap.IsProj (Module.End.eigenspace (Matrix.toLin' spinOrbit) μ)
        (Matrix.toLin' P) := by
      refine ⟨fun ψ => ?_, fun ψ hψ => ?_⟩
      · rw [Module.End.mem_eigenspace_iff, Matrix.toLin'_apply, Matrix.toLin'_apply, hP]
        have h3 := congrArg (fun M => M *ᵥ ψ) spinOrbit_cubic
        simp only [← Matrix.mulVec_mulVec, Matrix.sub_mulVec, Matrix.add_mulVec,
          Matrix.smul_mulVec, Matrix.one_mulVec, Matrix.mulVec_add, Matrix.mulVec_smul,
          Matrix.zero_mulVec] at h3 ⊢
        linear_combination (norm := module) c • h3 - hμ • (c • ψ)
      · rw [Module.End.mem_eigenspace_iff, Matrix.toLin'_apply] at hψ
        rw [Matrix.toLin'_apply, hP, hψ, Matrix.mulVec_smul, hψ]
        linear_combination (norm := module) hc • ψ
    -- the dimension is the trace of the projector
    rw [← hproj.trace, LinearMap.trace_eq_matrix_trace ℂ (Pi.basisFun ℂ (Fin 3 × Fin 3)),
      LinearMap.toMatrix_eq_toMatrix', LinearMap.toMatrix'_toLin']
    simp only [P, Matrix.trace_smul, Matrix.trace_add, t1, t2, Matrix.trace_one,
      Fintype.card_prod, Fintype.card_fin, smul_eq_mul]
    push_cast
    ring
  exact ⟨Nat.cast_injective (R := ℂ)
      ((key 1 (1 / 6) (by norm_num) (by norm_num)).trans (by norm_num)),
    Nat.cast_injective (R := ℂ)
      ((key (-1) (-1 / 2) (by norm_num) (by norm_num)).trans (by norm_num)),
    Nat.cast_injective (R := ℂ)
      ((key (-2) (1 / 3) (by norm_num) (by norm_num)).trans (by norm_num))⟩

/-- On the triplet P states the tensor operator is `-(6/5) (2 X² + X - 8/3)`, and it multiplies
states with `X = 1`, `-1`, `-2` by `-2/5`, `2`, `-4`. -/
theorem tensorOp_tripletP :
    tensorOp orbL spS = -(6 / 5 : ℂ) •
      ((2 : ℂ) • (spinOrbit * spinOrbit) + spinOrbit - (8 / 3 : ℂ) • 1) ∧
    ∀ ψ : Fin 3 × Fin 3 → ℂ,
      (spinOrbit *ᵥ ψ = ψ → tensorOp orbL spS *ᵥ ψ = (-2 / 5 : ℂ) • ψ) ∧
      (spinOrbit *ᵥ ψ = (-1 : ℂ) • ψ → tensorOp orbL spS *ᵥ ψ = (2 : ℂ) • ψ) ∧
      (spinOrbit *ᵥ ψ = (-2 : ℂ) • ψ → tensorOp orbL spS *ᵥ ψ = (-4 : ℂ) • ψ) := by
  obtain ⟨hL, hS, hc, h2⟩ := tensorOp_eq_witness
  have hT : tensorOp orbL spS = -(6 / 5 : ℂ) •
      ((2 : ℂ) • (spinOrbit * spinOrbit) + spinOrbit - (8 / 3 : ℂ) • 1) := by
    rw [tensorOp_eq hL hS hc h2, show (4 / 3 * 2 : ℂ) = 8 / 3 by norm_num]
    rfl
  -- on an eigenvector, `X` is replaced by its eigenvalue
  have hval : ∀ (μ : ℂ) (ψ : Fin 3 × Fin 3 → ℂ), spinOrbit *ᵥ ψ = μ • ψ →
      tensorOp orbL spS *ᵥ ψ = (-(6 / 5) * (2 * μ ^ 2 + μ - 8 / 3)) • ψ := by
    intro μ ψ h
    rw [hT]
    simp only [Matrix.smul_mulVec, Matrix.sub_mulVec, Matrix.add_mulVec, Matrix.one_mulVec,
      ← Matrix.mulVec_mulVec, h, Matrix.mulVec_smul]
    module
  refine ⟨hT, fun ψ => ⟨fun h => ?_, fun h => ?_, fun h => ?_⟩⟩
  · rw [hval 1 ψ (by rw [h, one_smul])]
    norm_num
  · rw [hval (-1) ψ h]
    norm_num
  · rw [hval (-2) ψ h]
    norm_num

end

end PositroniumTripletP
```

```lean
#print axioms PositroniumTripletP.finrank_eigenspaces
-- 'PositroniumTripletP.finrank_eigenspaces' depends on axioms: [propext, Classical.choice, Quot.sound]
#print axioms PositroniumTripletP.tensorOp_tripletP
-- 'PositroniumTripletP.tensorOp_tripletP' depends on axioms: [propext, Classical.choice, Quot.sound]
```

## Operators and levels

With $\mathbf n$ the unit vector along the separation, the tensor interaction contains $6(\mathbf S\cdot\mathbf n)^2-2S^2$. Within P states, $n_in_j-\tfrac13\delta_{ij}$ acts as $-\tfrac15(L_iL_j+L_jL_i-\tfrac43\delta_{ij})$, which gives

$$T=-\tfrac65\sum_{i,j}S_iS_j\left(L_iL_j+L_jL_i-\tfrac43\delta_{ij}\right).$$

The Lean definition `tensorOp` starts from this expression; the replacement of the products $n_in_j$ by products of components of $L$ is not proved here. Radial averages and coupling constants do not enter.

Units have $\hbar=1$, and the indices 0, 1, 2 stand for $x,y,z$. The matrices `spinOne` use the Cartesian basis, not the usual one with $J_z$ diagonal. `orbL` and `spS` act on the first and second factor of $\mathbb C^3\otimes\mathbb C^3$. The name `spinOrbit` means the bare product $X=L\cdot S$, without the radial factor of a spin-orbit energy.

`spinOrbit_cubic` states $(X-1)(X+1)(X+2)=0$, and `finrank_eigenspaces` gives the dimensions 5, 3, 1 for the eigenvalues $1,-1,-2$. `tensorOp_tripletP` states $T=-\tfrac65(2X^2+X-\tfrac83)$ and the values $-\tfrac25,2,-4$ on the corresponding vectors, normalised or not. With $J$ the quantum number of the total angular momentum $L+S$, $X=\tfrac12[J(J+1)-4]$, so these are the levels $J=2,1,0$.

## Reducing the tensor to $L\cdot S$

`tensorOp_eq` holds in any complex algebra for commuting angular momenta with $S^2=\sigma$, a number. It is an identity for the expression $T$ as written. The constants $\tfrac65$ and $\tfrac43$ in $T$ belong to $L=1$, so for other $L$ the expression is not the tensor interaction. Because $L$ and $S$ commute,

$$\sum_{i,j}S_iS_jL_iL_j=\sum_{i,j}(L_iS_i)(L_jS_j)=X^2,$$

which is `hsq`. For the opposite order, the diagonal terms have no commutator and the others pair up:

$$\sum_{i,j}S_iS_jL_jL_i=X^2-\sum_{i<j}[S_i,S_j][L_i,L_j].$$

Each product of commutators is $(iS_k)(iL_k)=-L_kS_k$, so the right side is $X^2+X$. This is `hrev`, where `noncomm_ring` does the regrouping without exchanging factors. The $\delta_{ij}$ term gives $\tfrac43\sigma$ (`hdiag`), and together

$$T=-\tfrac65\left(2X^2+X-\tfrac43\sigma\right).$$

`tensorOp_eq_witness` verifies the hypotheses for the spin-one matrices, with $\sigma=2$.

The smallest nonzero spin gives a check by hand. For $S=\tfrac12$ and $L=1$, $\sigma=\tfrac34$ and $X$ is $\tfrac12$ or $-1$; both make $2X^2+X-1$ vanish, so $T$ is zero for a single spin one-half in a P state.

## Eigenvalues and dimensions

The matrices `spinOne` have the entries $-i\varepsilon_{kab}$, with $k$ the component and $a,b$ the row and column, so

$$X_{ab,cd}=-\sum_k\varepsilon_{kac}\varepsilon_{kbd}=\delta_{ad}\delta_{bc}-\delta_{ab}\delta_{cd}.$$

Thus $(X\psi)_{ab}=\psi_{ba}-\delta_{ab}\sum_c\psi_{cc}$, as `spinOrbit_apply` and `spinOrbit_mulVec` state. Write $X=F-K$, where $F$ exchanges the indices and $(K\psi)_{ab}=\delta_{ab}\sum_c\psi_{cc}$. Then $F^2=1$, $FK=KF=K$ and $K^2=3K$, so

$$X^2=1+K,\qquad (X+2)K=K-3K+2K=0.$$

Since $K=X^2-1$, this is the cubic equation. Lean checks the equivalent $X^3\psi=-2X^2\psi+X\psi+2\psi$ component by component.

For a root $\mu$, dividing the cubic by $X-\mu$ and normalising gives the projector onto its eigenspace:

$$P_\mu=\frac{X^2+(\mu+2)X+\mu^2+2\mu-1}{3\mu^2+4\mu-1}.$$

In the proof, `hproj` shows that $P_\mu$ maps every vector into the eigenspace and fixes the vectors already there. Its trace is therefore the dimension. With $\operatorname{tr}X=3-3=0$ and $\operatorname{tr}X^2=9+3=12$,

$$\operatorname{tr}P_\mu=\frac{12+9(\mu^2+2\mu-1)}{3\mu^2+4\mu-1},$$

which equals $30/6=5$, $(-6)/(-2)=3$ and $3/3=1$ for $\mu=1,-1,-2$.

## The three values

On an eigenvector $X$ becomes $\mu$, the step called `hval`. The bracket $2\mu^2+\mu-\tfrac83$ is then $\tfrac13$, $-\tfrac53$ and $\tfrac{10}3$, and multiplication by $-\tfrac65$ gives $-\tfrac25$, $2$ and $-4$.
